# A finite-length form of Herman's bound: the phase-averaged log-norm of almost-Mathieu transfer matrices

Suppose a calculation shows the transfer matrices of a quasiperiodic chain growing over the first thousand sites. The data alone leave open that the growth stalls further on, for every choice of the potential's phase. For the almost-Mathieu chain with potential $2L\cos(s+nw)$, in units of the hopping amplitude, and $L>1$, the bound below excludes this on average: the mean over $s$ of the logarithm of the $N$-site norm is at least $N\log L$, at every real energy and for every $N$.

## The chain and its transfer matrix

Take non-interacting particles on a line with nearest-neighbour hopping, and let the hopping amplitude be the unit of energy. The amplitude $\psi_n$ at site $n$ obeys

$$\psi_{n+1}+\psi_{n-1}+2L\cos(s+\theta_n)\,\psi_n=E_n\psi_n .$$

Here $L$ is half the strength of the potential, $s$ is a global phase and $\theta_n$ is the phase offset of site $n$. The almost-Mathieu chain has $\theta_n=nw$ and one energy $E_n=E$. The argument uses neither property, so the general theorem admits any real $\theta_n$ and any complex $E_n$. A site-dependent $E_n$ can absorb an additional on-site potential, provided that this potential does not depend on $s$.

The size of a matrix $M$ is its operator norm $\|M\|$, the largest factor by which it stretches a vector in Euclidean length. The scope `Matrix.Norms.L2Operator` selects this norm.

```lean
import Mathlib

open Polynomial
open scoped Real Matrix.Norms.L2Operator

namespace HermanBound

noncomputable section
```

Solving for $\psi_{n+1}$ gives $(\psi_{n+1},\psi_n)^{T}=A_n(s)\,(\psi_n,\psi_{n-1})^{T}$ with

$$A_n(s)=\begin{pmatrix}E_n-2L\cos(s+\theta_n)&-1\\1&0\end{pmatrix}.$$

In `stepMatrix` the argument `x` is the total phase $s+\theta_n$.

```lean
/-- One-site transfer matrix of a tight-binding chain at energy `E` with on-site potential
`2 L cos x`. -/
def stepMatrix (L : ℝ) (E : ℂ) (x : ℝ) : Matrix (Fin 2) (Fin 2) ℂ :=
  !![E - ((2 * L * Real.cos x : ℝ) : ℂ), -1; 1, 0]
```

The matrix through $n$ sites is $T_n(s)=A_n(s)\cdots A_1(s)$, with $T_0=1$. The newest site multiplies from the left.

```lean
/-- Transfer matrix through the sites `1, ..., N`, where site `n` has energy parameter `E n`
and potential phase `s + θ n`. -/
def transfer (L : ℝ) (E : ℕ → ℂ) (θ : ℕ → ℝ) (s : ℝ) : ℕ → Matrix (Fin 2) (Fin 2) ℂ
  | 0 => 1
  | n + 1 => stepMatrix L (E (n + 1)) (s + θ (n + 1)) * transfer L E θ s n
```

The quantity to be bounded is

$$\Lambda_N=\frac1{2\pi}\int_0^{2\pi}\log\|T_N(s)\|\,ds .$$

```lean
/-- Average over the global phase `s` of the logarithm of the operator norm of the
transfer matrix through `N` sites. -/
def meanLogNorm (L : ℝ) (E : ℕ → ℂ) (θ : ℕ → ℝ) (N : ℕ) : ℝ :=
  (2 * π)⁻¹ * ∫ s in (0 : ℝ)..2 * π, Real.log ‖transfer L E θ s N‖
```

## From cosines to polynomials

Put $z=e^{is}$, and let $x$ now denote the phase offset of a site, without $s$. Since $2\cos(s+x)=ze^{ix}+z^{-1}e^{-ix}$, one factor of $z$ removes the negative power:

$$z\bigl(E-2L\cos(s+x)\bigr)=-Le^{ix}z^2+Ez-Le^{-ix}.$$

```lean
/-- The polynomial in `z = exp (i s)` that represents `z (E - 2 L cos (s + x))`. -/
def sitePoly (L : ℝ) (E : ℂ) (x : ℝ) : ℂ[X] :=
  C (-((L : ℂ) * Complex.exp (x * Complex.I))) * X ^ 2 + C E * X
    + C (-((L : ℂ) * Complex.exp (-(x * Complex.I))))
```

Let $(a_n,b_n)^{T}$ be the first column of $T_n$. Multiplication by $A_{n+1}$ gives $a_{n+1}=(E_{n+1}-2L\cos(s+\theta_{n+1}))a_n-b_n$ and $b_{n+1}=a_n$. Set $P_n=z^na_n$ and $Q_n=z^nb_n$, and write $q_{n+1}$ for the quadratic polynomial of site $n+1$. Then

$$P_{n+1}=q_{n+1}P_n-zQ_n,\qquad Q_{n+1}=zP_n,\qquad P_0=1,\ Q_0=0 .$$

```lean
/-- The pair of polynomials in `z = exp (i s)` that represents `z ^ N` times the first column
of the transfer matrix. -/
def columnPoly (L : ℝ) (E : ℕ → ℂ) (θ : ℕ → ℝ) : ℕ → ℂ[X] × ℂ[X]
  | 0 => (1, 0)
  | n + 1 => (sitePoly L (E (n + 1)) (θ (n + 1)) * (columnPoly L E θ n).1
      - X * (columnPoly L E θ n).2, X * (columnPoly L E θ n).1)
```

The code defines the pair by this recursion, so its relation to the matrix needs a proof. The local fact `site` is the cosine identity above. Induction on $n$ then expands one matrix product at a time. Lean counts rows and columns from 0, so $a_n$ and $b_n$ are the entries `0 0` and `1 0`.

```lean
/-- On the unit circle the column polynomials equal `exp (i s) ^ n` times the first column of
the transfer matrix. -/
theorem columnPoly_eval (L : ℝ) (E : ℕ → ℂ) (θ : ℕ → ℝ) (s : ℝ) (n : ℕ) :
    (columnPoly L E θ n).1.eval (Complex.exp (s * Complex.I))
        = Complex.exp (s * Complex.I) ^ n * transfer L E θ s n 0 0 ∧
    (columnPoly L E θ n).2.eval (Complex.exp (s * Complex.I))
        = Complex.exp (s * Complex.I) ^ n * transfer L E θ s n 1 0 := by
  -- a single site: the cosine becomes a quadratic polynomial after multiplication by `z`
  have site : ∀ (e : ℂ) (x : ℝ), (sitePoly L e x).eval (Complex.exp (s * Complex.I))
      = Complex.exp (s * Complex.I) * (e - ((2 * L * Real.cos (s + x) : ℝ) : ℂ)) := by
    intro e x
    have hz : Complex.exp (s * Complex.I) * Complex.exp (-(s * Complex.I)) = 1 := by
      rw [← Complex.exp_add, add_neg_cancel, Complex.exp_zero]
    have hc : ((2 * L * Real.cos (s + x) : ℝ) : ℂ)
        = L * (Complex.exp (s * Complex.I) * Complex.exp (x * Complex.I)
          + Complex.exp (-(s * Complex.I)) * Complex.exp (-(x * Complex.I))) := by
      rw [← Complex.exp_add, ← Complex.exp_add]
      push_cast
      rw [Complex.cos, show ((s : ℂ) + x) * Complex.I = s * Complex.I + x * Complex.I by ring,
        show -((s : ℂ) + x) * Complex.I = -(s * Complex.I) + -(x * Complex.I) by ring]
      ring
    rw [hc]
    simp only [sitePoly, eval_add, eval_mul, eval_C, eval_pow, eval_X]
    linear_combination (L : ℂ) * Complex.exp (-(x * Complex.I)) * hz
  induction n with
  | zero => simp [columnPoly, transfer]
  | succ n ih =>
    obtain ⟨h1, h2⟩ := ih
    have t0 : transfer L E θ s (n + 1) 0 0
        = (E (n + 1) - ((2 * L * Real.cos (s + θ (n + 1)) : ℝ) : ℂ)) * transfer L E θ s n 0 0
          + (-1) * transfer L E θ s n 1 0 := by
      rw [transfer, Matrix.mul_apply, Fin.sum_univ_two]
      rfl
    have t1 : transfer L E θ s (n + 1) 1 0
        = 1 * transfer L E θ s n 0 0 + 0 * transfer L E θ s n 1 0 := by
      rw [transfer, Matrix.mul_apply, Fin.sum_univ_two]
      rfl
    constructor
    · rw [t0]
      simp only [columnPoly, eval_sub, eval_mul, eval_X, h1, h2, site]
      ring
    · rw [t1]
      simp only [columnPoly, eval_mul, eval_X, h1]
      ring
```

Next comes the top coefficient. If $P_n$ and $Q_n$ have degree at most $2n$, then $q_{n+1}P_n$ has degree at most $2n+2$, while $zQ_n$ reaches at most $2n+1$ and cannot contribute to the top power. The coefficient $c_n$ of $z^{2n}$ in $P_n$ therefore satisfies

$$c_{n+1}=-Le^{i\theta_{n+1}}c_n,\qquad c_0=1,\qquad |c_n|=|L|^n .$$

The energies and the phase offsets have dropped out of the modulus.

```lean
/-- The column polynomials have degree at most `2 n`, and the coefficient of `z ^ (2 n)` in the
first one has modulus `|L| ^ n`. -/
theorem columnPoly_degree (L : ℝ) (E : ℕ → ℂ) (θ : ℕ → ℝ) (n : ℕ) :
    (columnPoly L E θ n).1.natDegree ≤ 2 * n ∧ (columnPoly L E θ n).2.natDegree ≤ 2 * n ∧
      ‖(columnPoly L E θ n).1.coeff (2 * n)‖ = |L| ^ n := by
  induction n with
  | zero => simp [columnPoly]
  | succ n ih =>
    obtain ⟨hP, hQ, hc⟩ := ih
    have hs : (sitePoly L (E (n + 1)) (θ (n + 1))).natDegree ≤ 2 := by
      unfold sitePoly
      compute_degree
    have hs2 : (sitePoly L (E (n + 1)) (θ (n + 1))).coeff 2
        = -((L : ℂ) * Complex.exp (θ (n + 1) * Complex.I)) := by
      rw [sitePoly, coeff_add, coeff_add, coeff_C_mul, coeff_C_mul, coeff_X_pow, coeff_X, coeff_C]
      simp
    have hX : ∀ q : ℂ[X], q.natDegree ≤ 2 * n → (X * q).natDegree ≤ 2 * n + 1 := by
      intro q hq
      refine natDegree_mul_le.trans ?_
      rw [natDegree_X]
      omega
    have hXQ := hX _ hQ
    have hXP := hX _ hP
    have hSP : (sitePoly L (E (n + 1)) (θ (n + 1)) * (columnPoly L E θ n).1).natDegree
        ≤ 2 * (n + 1) := natDegree_mul_le.trans (by omega)
    have h0 : (X * (columnPoly L E θ n).2).coeff (2 + 2 * n) = 0 :=
      coeff_eq_zero_of_natDegree_lt (by omega)
    simp only [columnPoly]
    refine ⟨(natDegree_sub_le _ _).trans (max_le hSP (by omega)), by omega, ?_⟩
    rw [show 2 * (n + 1) = 2 + 2 * n by ring, coeff_sub, h0, sub_zero,
      coeff_mul_add_eq_of_natDegree_le hs hP, hs2, norm_mul, hc, norm_neg, norm_mul,
      Complex.norm_exp_ofReal_mul_I, Complex.norm_real, Real.norm_eq_abs]
    ring
```

## Jensen's inequality on the unit circle

Let $p(z)=c\prod_j(z-\alpha_j)$ with $c\neq0$. The average of $\log|e^{is}-\alpha|$ over $s$ equals $\max(0,\log|\alpha|)$:

- For $|\alpha|>1$, $\log|z-\alpha|$ is harmonic on the closed unit disc, and the average is its value $\log|\alpha|$ at the centre.
- For $|\alpha|<1$, $|e^{is}-\alpha|=|1-\bar\alpha e^{is}|$ on the circle, and the same argument gives $\log 1=0$.
- The case $|\alpha|=1$ follows by continuity in $\alpha$.

Summing over the roots,

$$\frac1{2\pi}\int_0^{2\pi}\log|p(e^{is})|\,ds=\log|c|+\sum_j\max(0,\log|\alpha_j|)\ \ge\ \log|c| .$$

Mathlib supplies the equality as a formula for the logarithmic Mahler measure, which is its name for the left-hand side. The proof only has to note that the sum is nonnegative.

```lean
/-- Jensen's inequality for polynomials: the average of `log |p|` over the unit circle is at
least the logarithm of the modulus of the leading coefficient. -/
theorem jensen_leadingCoeff (p : ℂ[X]) : Real.log ‖p.leadingCoeff‖
    ≤ (2 * π)⁻¹ * ∫ s in (0 : ℝ)..2 * π, Real.log ‖p.eval (circleMap 0 1 s)‖ := by
  have h := p.logMahlerMeasure_eq_log_leadingCoeff_add_sum_log_roots
  have h0 : 0 ≤ (p.roots.map (fun a => Real.posLog ‖a‖)).sum := by
    refine Multiset.sum_nonneg fun x hx => ?_
    obtain ⟨a, _, rfl⟩ := Multiset.mem_map.1 hx
    exact Real.posLog_nonneg
  have h1 : p.logMahlerMeasure
      = (2 * π)⁻¹ * ∫ s in (0 : ℝ)..2 * π, Real.log ‖p.eval (circleMap 0 1 s)‖ := rfl
  linarith
```

## Comparing one entry with the norm

A matrix $M$ sends the $j$-th unit vector to its $j$-th column, so that column has length at most $\|M\|$.

```lean
/-- The Euclidean length of each column of a two-by-two matrix is at most its operator norm. -/
theorem column_le_norm (M : Matrix (Fin 2) (Fin 2) ℂ) (j : Fin 2) :
    ‖M 0 j‖ ^ 2 + ‖M 1 j‖ ^ 2 ≤ ‖M‖ ^ 2 := by
  have h := Matrix.l2_opNorm_mulVec M (EuclideanSpace.single j (1 : ℂ))
  have h2 := pow_le_pow_left₀ (norm_nonneg _) h 2
  rw [EuclideanSpace.norm_sq_eq] at h2
  simpa [Fin.sum_univ_two] using h2
```

Each $A_n$ has determinant $0-(-1)\cdot1=1$, and so has every product of them.

```lean
/-- The transfer matrix has determinant one. -/
theorem transfer_det (L : ℝ) (E : ℕ → ℂ) (θ : ℕ → ℝ) (s : ℝ) (n : ℕ) :
    (transfer L E θ s n).det = 1 := by
  induction n with
  | zero => simp [transfer]
  | succ n ih => rw [transfer, Matrix.det_mul, ih, stepMatrix, Matrix.det_fin_two_of]; ring
```

Consequently the norm never falls below one. With $M=T_n(s)$,

$$1=|M_{00}M_{11}-M_{01}M_{10}|\le\tfrac12\sum_{i,j}|M_{ij}|^2\le\|M\|^2 .$$

The last inequality adds the two column bounds. In the code, `nlinarith` receives the squares $(|M_{00}|-|M_{11}|)^2$ and $(|M_{01}|-|M_{10}|)^2$ that justify the first.

```lean
/-- The operator norm of the transfer matrix is at least one. -/
theorem one_le_norm_transfer (L : ℝ) (E : ℕ → ℂ) (θ : ℕ → ℝ) (s : ℝ) (n : ℕ) :
    1 ≤ ‖transfer L E θ s n‖ := by
  have hd := transfer_det L E θ s n
  have h0 := column_le_norm (transfer L E θ s n) 0
  have h1 := column_le_norm (transfer L E θ s n) 1
  generalize transfer L E θ s n = M at *
  rw [Matrix.det_fin_two] at hd
  have h := norm_sub_le (M 0 0 * M 1 1) (M 0 1 * M 1 0)
  rw [hd, norm_one, norm_mul, norm_mul] at h
  -- the determinant is bounded by the squared lengths of the columns
  nlinarith [sq_nonneg (‖M 0 0‖ - ‖M 1 1‖), sq_nonneg (‖M 0 1‖ - ‖M 1 0‖), norm_nonneg M]
```

The entries of $T_n(s)$ are continuous in $s$ and the norm stays away from zero, so $\log\|T_n(s)\|$ is continuous and can be integrated.

```lean
/-- The logarithm of the norm of the transfer matrix depends continuously on the phase. -/
theorem continuous_log_norm (L : ℝ) (E : ℕ → ℂ) (θ : ℕ → ℝ) (n : ℕ) :
    Continuous fun s => Real.log ‖transfer L E θ s n‖ := by
  have hT : Continuous fun s => transfer L E θ s n := by
    induction n with
    | zero => exact continuous_const
    | succ n ih =>
      have hA : Continuous fun s => stepMatrix L (E (n + 1)) (s + θ (n + 1)) := by
        refine continuous_matrix fun i j => ?_
        fin_cases i <;> fin_cases j <;> simp [stepMatrix] <;> fun_prop
      exact hA.mul ih
  exact hT.norm.log fun s => (zero_lt_one.trans_le (one_le_norm_transfer L E θ s n)).ne'
```

## The bound for arbitrary energies and offsets

For $L\neq0$ the coefficient $c_N$ is nonzero, so $P_N$ has degree exactly $2N$ and leading coefficient $c_N$. On the unit circle $|P_N(e^{is})|=|a_N(s)|\le\|T_N(s)\|$. Hence

$$N\log|L|\le\frac1{2\pi}\int_0^{2\pi}\log|P_N(e^{is})|\,ds\le\Lambda_N .$$

At a phase where $a_N(s)=0$, Lean assigns $\log 0=0$; the comparison survives because $\log\|T_N(s)\|\ge0$.

The theorem is stated in exponential form, $|L|^N\le e^{\Lambda_N}$, which also makes sense at $L=0$. There the left side is at most one and $\Lambda_N\ge0$.

```lean
/-- For arbitrary site energies and phase offsets, the geometric mean over the global phase of
the norm of the `N`-site transfer matrix is at least `|L| ^ N`. -/
theorem pow_le_exp_meanLogNorm (L : ℝ) (E : ℕ → ℂ) (θ : ℕ → ℝ) (N : ℕ) :
    |L| ^ N ≤ Real.exp (meanLogNorm L E θ N) := by
  have hpi : (0 : ℝ) ≤ 2 * π := by positivity
  rcases eq_or_ne L 0 with rfl | hL
  · have h0 : 0 ≤ meanLogNorm 0 E θ N := mul_nonneg (by positivity)
      (intervalIntegral.integral_nonneg hpi fun s _ =>
        Real.log_nonneg (one_le_norm_transfer 0 E θ s N))
    exact (pow_le_one₀ (abs_nonneg _) (by simp)).trans (Real.one_le_exp h0)
  · have hpos : 0 < |L| ^ N := pow_pos (abs_pos.2 hL) N
    obtain ⟨hdeg, -, hc⟩ := columnPoly_degree L E θ N
    have hne : (columnPoly L E θ N).1.coeff (2 * N) ≠ 0 := by
      rw [← norm_pos_iff, hc]
      exact hpos
    have hnd : (columnPoly L E θ N).1.natDegree = 2 * N :=
      le_antisymm hdeg (le_natDegree_of_ne_zero hne)
    have hJ := jensen_leadingCoeff (columnPoly L E θ N).1
    rw [leadingCoeff, hnd, hc] at hJ
    refine (Real.log_le_iff_le_exp hpos).1 (hJ.trans ?_)
    refine mul_le_mul_of_nonneg_left ?_ (by positivity)
    refine intervalIntegral.integral_mono_on hpi
      (columnPoly L E θ N).1.intervalIntegrable_mahlerMeasure
      ((continuous_log_norm L E θ N).intervalIntegrable _ _) fun s _ => ?_
    -- pointwise, the polynomial has the modulus of one matrix entry
    have hz : circleMap 0 1 s = Complex.exp (s * Complex.I) := by simp [circleMap]
    rw [hz, (columnPoly_eval L E θ s N).1, norm_mul, norm_pow,
      Complex.norm_exp_ofReal_mul_I, one_pow, one_mul]
    have h1 := one_le_norm_transfer L E θ s N
    rcases (norm_nonneg (transfer L E θ s N 0 0)).eq_or_lt with h | h
    · rw [← h, Real.log_zero]
      exact Real.log_nonneg h1
    · refine Real.log_le_log h ?_
      have h2 := column_le_norm (transfer L E θ s N) 0
      nlinarith [sq_nonneg ‖transfer L E θ s N 1 0‖]
```

## Herman's bound for the almost-Mathieu chain

Setting $E_n=E$ and $\theta_n=nw$ with $E,w$ real and $L>0$, and taking logarithms, gives

$$N\log L\le\frac1{2\pi}\int_0^{2\pi}\log\|A_N(s)\cdots A_1(s)\|\,ds .$$

The hypothesis `hL` is $L>0$. For $L\le1$ the bound says no more than $\|T_N\|\ge1$ already does; for $N=0$ both sides vanish.

Herman's name is usually attached to the lower bound $\log L$ on the Lyapunov exponent, which is the limit of $\Lambda_N/N$ for long chains. The theorem here is the inequality at each finite $N$, and passing to the limit is a further step. Nor is it a localisation theorem: it holds even at $w=0$, where the potential is uniform and the chain has extended states.

```lean
/-- Finite-length form of **Herman's bound** for the almost-Mathieu chain with `L > 0`: the phase
average of the logarithm of the norm of the `N`-site transfer matrix is at least `N log L`. -/
theorem herman_bound (L E w : ℝ) (hL : 0 < L) (N : ℕ) :
    N * Real.log L ≤ (2 * π)⁻¹ * ∫ s in (0 : ℝ)..2 * π,
      Real.log ‖transfer L (fun _ => (E : ℂ)) (fun n => n * w) s N‖ := by
  have h := pow_le_exp_meanLogNorm L (fun _ => (E : ℂ)) (fun n => n * w) N
  rw [abs_of_pos hL] at h
  rw [← Real.log_pow]
  exact (Real.log_le_iff_le_exp (pow_pos hL N)).2 h
```

## A phase with large growth at each length

An average cannot exceed every value it averages. If $\|T_N(s)\|<|L|^N$ held for all $s\in[0,2\pi]$, continuity would give $\Lambda_N<\log|L|^N$, contradicting the general bound. Some phase therefore reaches $|L|^N$. It may change with $N$, with the energies and with the offsets, so the statement does not promise growth along one fixed chain.

```lean
/-- For every chain length `N` there is a global phase at which the norm of the transfer matrix
is at least `|L| ^ N`. -/
theorem exists_phase_growth (L : ℝ) (E : ℕ → ℂ) (θ : ℕ → ℝ) (N : ℕ) :
    ∃ s ∈ Set.Icc 0 (2 * π), |L| ^ N ≤ ‖transfer L E θ s N‖ := by
  by_contra hcon
  have hlt : ∀ s ∈ Set.Icc 0 (2 * π), ‖transfer L E θ s N‖ < |L| ^ N :=
    fun s hs => lt_of_not_ge fun h => hcon ⟨s, hs, h⟩
  have hpi : (0 : ℝ) < 2 * π := by positivity
  have hmem : (0 : ℝ) ∈ Set.Icc 0 (2 * π) := ⟨le_rfl, hpi.le⟩
  have hn : ∀ s, 0 < ‖transfer L E θ s N‖ :=
    fun s => zero_lt_one.trans_le (one_le_norm_transfer L E θ s N)
  have hlog : ∀ s ∈ Set.Icc 0 (2 * π),
      Real.log ‖transfer L E θ s N‖ < Real.log (|L| ^ N) :=
    fun s hs => Real.log_lt_log (hn s) (hlt s hs)
  -- a strict bound at every phase would make the average too small
  have hint := intervalIntegral.integral_lt_integral_of_continuousOn_of_le_of_exists_lt hpi
    (continuous_log_norm L E θ N).continuousOn
    (continuousOn_const (c := Real.log (|L| ^ N)))
    (fun s hs => (hlog s ⟨hs.1.le, hs.2⟩).le) ⟨0, hmem, hlog 0 hmem⟩
  rw [intervalIntegral.integral_const, smul_eq_mul, sub_zero] at hint
  have hmean := (Real.log_le_iff_le_exp ((hn 0).trans (hlt 0 hmem))).2
    (pow_le_exp_meanLogNorm L E θ N)
  rw [meanLogNorm, inv_mul_eq_div, le_div_iff₀ hpi] at hmean
  linarith

end

end HermanBound
```

```lean
#print axioms HermanBound.herman_bound
#print axioms HermanBound.exists_phase_growth
```

```
'HermanBound.herman_bound' depends on axioms: [propext, Classical.choice, Quot.sound]
'HermanBound.exists_phase_growth' depends on axioms: [propext, Classical.choice, Quot.sound]
```

## The same bound in the Frobenius norm

The statement could have been modelled with the Frobenius norm, the square root of $\sum_{i,j}|M_{ij}|^2$. The column bound would then be immediate from the definition, and the determinant would give a norm of at least $\sqrt2$. Because the Frobenius norm is never smaller than the operator norm, the resulting lower bound would be the weaker statement, and it follows from the one proved here.

For transfer-matrix simulations of this non-interacting, one-dimensional chain, the inequality provides a check: apart from quadrature and rounding error, a computed phase average of $\log\|T_N\|$ must not fall below $N\log L$.
